# A finite-dimensional Lindblad generator has no purity-raising state exactly when it annihilates the identity

When a master equation is integrated numerically, a rise in the purity Tr ρ² is by itself a sign of integration error if the equation never produces one. For a Lindblad generator on finitely many levels, the jump operators alone settle whether any density matrix has a positive purity rate. That the real system obeys such a Markovian equation is a physical assumption, to be justified from its coupling to the environment.

Matrices are complex and refer to an orthonormal basis indexed by `n`; `ι` labels the jump operators.

```lean
import Mathlib

open Matrix
open scoped ComplexOrder Topology

namespace LindbladPurityUnitality

noncomputable section

variable {n ι : Type*} [Fintype n] [Fintype ι]
```

With ħ = 1, Hamiltonian H and jump operators Lₖ that include the square roots of their rates, `lindblad H L ρ` is

G(ρ) = −i(Hρ − ρH) + Σₖ (LₖρLₖ† − ½(Lₖ†Lₖρ + ρLₖ†Lₖ)).

Lean writes † as `ᴴ`. H is Hermitian in physics, but no statement below requires it.

```lean
/-- The Lindblad generator with Hamiltonian `H` and jump operators `L k`, applied to `ρ`. -/
def lindblad (H : Matrix n n ℂ) (L : ι → Matrix n n ℂ) (ρ : Matrix n n ℂ) : Matrix n n ℂ :=
  (-Complex.I) • (H * ρ - ρ * H) +
    ∑ k, (L k * ρ * (L k)ᴴ - (1 / 2 : ℂ) • ((L k)ᴴ * L k * ρ + ρ * ((L k)ᴴ * L k)))
```

States are positive semidefinite matrices of trace one.

```lean
/-- A density matrix: positive semidefinite with trace one. -/
def IsDensity (ρ : Matrix n n ℂ) : Prop := ρ.PosSemidef ∧ ρ.trace = 1
```

The rate is defined algebraically, as a real part; part (a) justifies its name.

```lean
/-- The purity rate: the real part of `2 Tr(ρ G(ρ))`, where `G` is `lindblad H L`. -/
def purityRate (H : Matrix n n ℂ) (L : ι → Matrix n n ℂ) (ρ : Matrix n n ℂ) : ℝ :=
  (2 * (ρ * lindblad H L ρ).trace).re
```

Write K for `unitalityDefect L`, the sum of the commutators [Lₖ, Lₖ†].

```lean
/-- The sum of the commutators of the jump operators with their adjoints. -/
def unitalityDefect (L : ι → Matrix n n ℂ) : Matrix n n ℂ :=
  ∑ k, (L k * (L k)ᴴ - (L k)ᴴ * L k)
```

Write Q(ρ) for `purityForm L ρ`, an auxiliary quadratic form:

Q(ρ) = Tr(ρ²K) + Σₖ Tr([Lₖ†, ρ][Lₖ, ρ]).

```lean
/-- The quadratic form `Tr(ρ² K) + ∑ Tr([L†, ρ][L, ρ])`, where `K` is the unitality defect. -/
def purityForm (L : ι → Matrix n n ℂ) (ρ : Matrix n n ℂ) : ℂ :=
  (ρ * ρ * unitalityDefect L).trace +
    ∑ k, (((L k)ᴴ * ρ - ρ * (L k)ᴴ) * (L k * ρ - ρ * L k)).trace
```

## (a) The purity along a solution

Let every entry of ρ(s) have the derivative prescribed by the master equation at s = t. Show that at this time

d/ds Re Tr ρ² = Re 2 Tr(ρ G(ρ)).

Since Tr ρ² = Σᵢⱼ ρᵢⱼρⱼᵢ, the product rule gives

Σᵢⱼ (G(ρ)ᵢⱼρⱼᵢ + ρᵢⱼG(ρ)ⱼᵢ) = Tr(G(ρ)ρ) + Tr(ρG(ρ)) = 2 Tr(ρG(ρ)).

Taking the real part finishes the calculation. In the proof, `h1` is the product rule and `Matrix.trace_mul_comm` merges the two traces. The hypothesis `h` asks for the master equation only at the time t.

```lean
/-- Along a solution of the master equation, the time derivative of `Re Tr ρ²` is the purity rate.
-/
theorem hasDerivAt_purity (H : Matrix n n ℂ) (L : ι → Matrix n n ℂ) (ρ : ℝ → Matrix n n ℂ)
    (t : ℝ) (h : ∀ i j, HasDerivAt (fun s => ρ s i j) (lindblad H L (ρ t) i j) t) :
    HasDerivAt (fun s => (ρ s * ρ s).trace.re) (purityRate H L (ρ t)) t := by
  have h1 : HasDerivAt (fun s => ∑ i, ∑ j, ρ s i j * ρ s j i)
      (∑ i, ∑ j, (lindblad H L (ρ t) i j * ρ t j i + ρ t i j * lindblad H L (ρ t) j i)) t :=
    HasDerivAt.fun_sum fun i _ => HasDerivAt.fun_sum fun j _ => (h i j).fun_mul (h j i)
  have hf : (fun s => ∑ i, ∑ j, ρ s i j * ρ s j i) = fun s => (ρ s * ρ s).trace := by
    funext s
    simp only [Matrix.trace, Matrix.diag_apply, Matrix.mul_apply]
  have e : ∑ i, ∑ j, (lindblad H L (ρ t) i j * ρ t j i + ρ t i j * lindblad H L (ρ t) j i)
      = (lindblad H L (ρ t) * ρ t).trace + (ρ t * lindblad H L (ρ t)).trace := by
    simp only [Matrix.trace, Matrix.diag_apply, Matrix.mul_apply, Finset.sum_add_distrib]
  rw [hf, e, Matrix.trace_mul_comm (lindblad H L (ρ t)) (ρ t), ← two_mul] at h1
  exact Complex.reCLM.hasFDerivAt.comp_hasDerivAt t h1
```

## (b) The generator at the identity

Show that

G(1) = K.

The Hamiltonian part is H − H = 0. Each jump operator contributes LₖLₖ† − ½(Lₖ†Lₖ + Lₖ†Lₖ) = LₖLₖ† − Lₖ†Lₖ. The proof compares the sums term by term.

```lean
/-- The generator maps the identity to the unitality defect. -/
theorem lindblad_one [DecidableEq n] (H : Matrix n n ℂ) (L : ι → Matrix n n ℂ) :
    lindblad H L 1 = unitalityDefect L := by
  simp only [lindblad, unitalityDefect, Matrix.mul_one, Matrix.one_mul, sub_self, smul_zero,
    zero_add]
  refine Finset.sum_congr rfl fun k _ => ?_
  module
```

## (c) Eliminating the Hamiltonian

Show that for every matrix ρ

2 Tr(ρG(ρ)) = Q(ρ).

The Hamiltonian drops out because Tr(ρHρ) = Tr(ρρH), which is `hH`. For one jump operator put A = Lₖ and B = Lₖ†. Its contribution on the left is

2 Tr(ρAρB) − Tr(ρBAρ) − Tr(ρ²BA) = 2 Tr(ρAρB) − 2 Tr(ρ²BA).

On the right, the product of commutators expands to

Tr(BρAρ) − Tr(Bρ²A) − Tr(ρBAρ) + Tr(ρBρA) = 2 Tr(ρAρB) − Tr(ρ²AB) − Tr(ρ²BA).

Adding Tr(ρ²(AB − BA)) gives the left side. The cyclic moves are `h2`, `h3` and `h4`, and `linear_combination` adds them up.

```lean
/-- For every matrix `ρ`, `2 Tr(ρ G(ρ))` equals the quadratic form `purityForm`; the
Hamiltonian drops out. -/
theorem two_trace_mul_lindblad (H : Matrix n n ℂ) (L : ι → Matrix n n ℂ) (ρ : Matrix n n ℂ) :
    2 * (ρ * lindblad H L ρ).trace = purityForm L ρ := by
  have hH : (ρ * (H * ρ - ρ * H)).trace = 0 := by
    rw [Matrix.mul_sub, Matrix.trace_sub, ← Matrix.mul_assoc ρ H ρ,
      Matrix.trace_mul_comm (ρ * H) ρ, sub_self]
  rw [lindblad, Matrix.mul_add, Matrix.mul_smul, Matrix.trace_add, Matrix.trace_smul, hH,
    smul_zero, zero_add, Matrix.mul_sum, Matrix.trace_sum, Finset.mul_sum, purityForm,
    unitalityDefect, Matrix.mul_sum, Matrix.trace_sum, ← Finset.sum_add_distrib]
  refine Finset.sum_congr rfl fun k _ => ?_
  generalize (L k)ᴴ = B
  generalize L k = A
  -- cyclicity of the trace, one jump operator at a time
  have h2 : (B * ρ * A * ρ).trace = (ρ * A * ρ * B).trace := by
    simpa only [← Matrix.mul_assoc] using Matrix.trace_mul_comm B (ρ * A * ρ)
  have h3 : (B * ρ * ρ * A).trace = (ρ * ρ * A * B).trace := by
    simpa only [← Matrix.mul_assoc] using Matrix.trace_mul_comm B (ρ * ρ * A)
  have h4 : (ρ * B * ρ * A).trace = (ρ * A * ρ * B).trace := by
    simpa only [← Matrix.mul_assoc] using Matrix.trace_mul_comm (ρ * B) (ρ * A)
  simp only [Matrix.mul_sub, Matrix.sub_mul, Matrix.mul_add, Matrix.mul_smul, Matrix.trace_sub,
    Matrix.trace_add, Matrix.trace_smul, smul_eq_mul, ← Matrix.mul_assoc]
  linear_combination h3 - h2 - h4
```

## (d) A sum of squares for Hermitian ρ

Let ρ be Hermitian and Cₖ = [Lₖ, ρ]. Show that

purity rate = Re Tr(ρ²K) − Σₖ Re Tr(Cₖ†Cₖ).

Here Cₖ† = ρLₖ† − Lₖ†ρ = −[Lₖ†, ρ], so each commutator term in Q equals −Tr(Cₖ†Cₖ), as `hk` records. This trace is the sum of the squared moduli of the entries of Cₖ. Only K can therefore make the rate positive.

```lean
/-- For Hermitian `ρ` the purity rate is `Tr(ρ² K)`, with `K` the unitality defect, minus the
summed squared Frobenius norms of the commutators `[L k, ρ]`. -/
theorem purityRate_eq (H : Matrix n n ℂ) (L : ι → Matrix n n ℂ) {ρ : Matrix n n ℂ}
    (hρ : ρ.IsHermitian) :
    purityRate H L ρ = (ρ * ρ * unitalityDefect L).trace.re -
      ∑ k, ((L k * ρ - ρ * L k)ᴴ * (L k * ρ - ρ * L k)).trace.re := by
  have hk : ∀ k, (((L k)ᴴ * ρ - ρ * (L k)ᴴ) * (L k * ρ - ρ * L k)).trace
      = -((L k * ρ - ρ * L k)ᴴ * (L k * ρ - ρ * L k)).trace := by
    intro k
    rw [Matrix.conjTranspose_sub, Matrix.conjTranspose_mul, Matrix.conjTranspose_mul, hρ.eq,
      ← Matrix.trace_neg, ← Matrix.neg_mul, neg_sub]
  rw [purityRate, two_trace_mul_lindblad, purityForm, Finset.sum_congr rfl fun k _ => hk k,
    Finset.sum_neg_distrib, Complex.add_re, Complex.neg_re, Complex.re_sum, sub_eq_add_neg]
```

## (e) Expansion about the identity

For any matrix Y and complex number e (an expansion parameter, not a charge), show that

Q(1 + eY) = e(2 Tr(YK) + eQ(Y)).

Cyclicity gives Tr K = 0 (`trK`). Next,

(1 + eY)²K = K + 2eYK + e²Y²K,

which is `h2`. The identity commutes with everything, so [B, 1 + eY] = e[B, Y] for every matrix B (`hc`), and the commutator terms acquire a factor e². Taking traces and collecting powers of e gives the claim.

```lean
/-- Expansion of the quadratic form around the identity: the coefficient of `e` at first order is
`2 Tr(Y K)`, with `K` the unitality defect. -/
theorem purityForm_one_add [DecidableEq n] (L : ι → Matrix n n ℂ) (Y : Matrix n n ℂ) (e : ℂ) :
    purityForm L (1 + e • Y) =
      e * (2 * (Y * unitalityDefect L).trace + e * purityForm L Y) := by
  have trK : (unitalityDefect L).trace = 0 := by
    rw [unitalityDefect, Matrix.trace_sum]
    exact Finset.sum_eq_zero fun k _ => by
      rw [Matrix.trace_sub, Matrix.trace_mul_comm, sub_self]
  have hc : ∀ B : Matrix n n ℂ,
      B * (1 + e • Y) - (1 + e • Y) * B = e • (B * Y - Y * B) := by
    intro B
    simp only [Matrix.mul_add, Matrix.add_mul, Matrix.mul_one, Matrix.one_mul, Matrix.mul_smul,
      Matrix.smul_mul, smul_sub]
    abel
  have h2 : (1 + e • Y) * (1 + e • Y) * unitalityDefect L = unitalityDefect L +
      (2 * e) • (Y * unitalityDefect L) + (e * e) • (Y * Y * unitalityDefect L) := by
    simp only [Matrix.mul_add, Matrix.add_mul, Matrix.mul_one, Matrix.one_mul, Matrix.mul_smul,
      Matrix.smul_mul]
    module
  rw [purityForm, h2, purityForm]
  simp only [hc, Matrix.trace_add, Matrix.trace_smul, Matrix.smul_mul, Matrix.mul_smul, trK,
    smul_eq_mul, ← Finset.mul_sum]
  ring
```

## (f) Removing the trace condition

Suppose the purity rate is nonpositive on all density matrices. Show that for every square matrix A

purity rate at A†A ≤ 0.

Let σ = A†A and t = Tr σ = Σᵢⱼ |Aᵢⱼ|², where t is now a trace and not a time. If t = 0, then A = 0 and the rate vanishes. If t > 0, then σ/t is a density matrix. Since Q(cσ) = c²Q(σ), which is `hs`, the rate at σ is t² times the rate at σ/t, hence nonpositive.

```lean
/-- If the purity rate is nonpositive on all density matrices, it is nonpositive on every
matrix of the form `A† A`, whatever its trace. -/
theorem purityRate_nonpos_of_density (H : Matrix n n ℂ) (L : ι → Matrix n n ℂ)
    (h : ∀ ρ, IsDensity ρ → purityRate H L ρ ≤ 0) (A : Matrix n n ℂ) :
    purityRate H L (Aᴴ * A) ≤ 0 := by
  have hσ := Matrix.posSemidef_conjTranspose_mul_self A
  obtain ⟨h0, him⟩ := Complex.le_def.mp hσ.trace_nonneg
  have ht : (Aᴴ * A).trace = (((Aᴴ * A).trace.re : ℝ) : ℂ) :=
    Complex.ext (by simp) (by simpa using him.symm)
  rcases eq_or_lt_of_le h0 with hz | hpos
  · have hA : A = 0 := Matrix.trace_conjTranspose_mul_self_eq_zero_iff.mp (by
      rw [ht, ← hz]; simp)
    simp [hA, purityRate]
  · -- normalise to trace one; the rate scales quadratically
    rw [Complex.zero_re] at hpos
    generalize (Aᴴ * A).trace.re = t at ht hpos
    generalize Aᴴ * A = σ at ht hσ ⊢
    have hc : 0 < t⁻¹ := inv_pos.mpr hpos
    have hd : IsDensity (((t⁻¹ : ℝ) : ℂ) • σ) := by
      refine ⟨hσ.smul (by exact_mod_cast hc.le), ?_⟩
      rw [Matrix.trace_smul, ht, smul_eq_mul, ← Complex.ofReal_mul, inv_mul_cancel₀ hpos.ne',
        Complex.ofReal_one]
    have hs : ∀ c : ℂ, purityForm L (c • σ) = c * (c * purityForm L σ) := by
      intro c
      simp only [purityForm, Matrix.smul_mul, Matrix.mul_smul, ← smul_sub, Matrix.trace_smul,
        smul_eq_mul, ← Finset.mul_sum]
      ring
    have h1 := h _ hd
    rw [purityRate, two_trace_mul_lindblad, hs, Complex.re_ofReal_mul,
      Complex.re_ofReal_mul] at h1
    rw [purityRate, two_trace_mul_lindblad]
    by_contra hn
    have := mul_pos hc (mul_pos hc (not_le.mp hn))
    linarith
```

## (g) The criterion

Show that the purity rate is nonpositive for every density matrix if and only if

Σₖ (LₖLₖ† − Lₖ†Lₖ) = 0.

If K = 0, part (d) leaves minus a sum of squares.

Conversely, K is Hermitian (`hK`). For real e > 0 take A = 1 + eK in part (f):

A†A = 1 + eY, Y = 2K + eK².

By (c) and (e), the rate there is e g(e), with

g(e) = Re(2 Tr(YK) + eQ(Y)).

Thus g(e) ≤ 0 for e > 0 (`hg`). By continuity (`hcont`) the limit e → 0 gives

g(0) = 4 Re Tr K² ≤ 0.

But Tr K² = Tr(K†K) = Σᵢⱼ |Kᵢⱼ|² ≥ 0, so K = 0. By part (b), the condition says that G(1) = 0, which is unitality.

```lean
/-- The purity rate is nonpositive for every density matrix if and only if
`∑ (L L† - L† L) = 0`. -/
theorem purityRate_nonpos_iff (H : Matrix n n ℂ) (L : ι → Matrix n n ℂ) :
    (∀ ρ, IsDensity ρ → purityRate H L ρ ≤ 0) ↔
      ∑ k, (L k * (L k)ᴴ - (L k)ᴴ * L k) = 0 := by
  classical
  change _ ↔ unitalityDefect L = 0
  constructor
  · intro h
    have hK : (unitalityDefect L)ᴴ = unitalityDefect L := by
      simp only [unitalityDefect, Matrix.conjTranspose_sum, Matrix.conjTranspose_sub,
        Matrix.conjTranspose_mul, Matrix.conjTranspose_conjTranspose]
    let g : ℝ → ℝ := fun e =>
      (2 * (((2 : ℂ) • unitalityDefect L + (e : ℂ) • (unitalityDefect L * unitalityDefect L))
        * unitalityDefect L).trace + (e : ℂ) * purityForm L ((2 : ℂ) • unitalityDefect L +
          (e : ℂ) • (unitalityDefect L * unitalityDefect L))).re
    -- test the hypothesis on the positive matrix (1 + e K)²
    have hg : ∀ e : ℝ, 0 < e → g e ≤ 0 := by
      intro e he
      have h1 := purityRate_nonpos_of_density H L h (1 + (e : ℂ) • unitalityDefect L)
      have h2 : (1 + (e : ℂ) • unitalityDefect L)ᴴ * (1 + (e : ℂ) • unitalityDefect L) =
          1 + (e : ℂ) • ((2 : ℂ) • unitalityDefect L +
            (e : ℂ) • (unitalityDefect L * unitalityDefect L)) := by
        rw [Matrix.conjTranspose_add, Matrix.conjTranspose_one, Matrix.conjTranspose_smul, hK,
          Complex.star_def, Complex.conj_ofReal]
        simp only [Matrix.mul_add, Matrix.add_mul, Matrix.mul_one, Matrix.one_mul,
          Matrix.mul_smul, Matrix.smul_mul]
        module
      rw [h2, purityRate, two_trace_mul_lindblad, purityForm_one_add,
        Complex.re_ofReal_mul] at h1
      by_contra hn
      have := mul_pos he (not_le.mp hn)
      exact absurd h1 (not_le_of_gt this)
    have hcont : Continuous g := by
      simp only [g, purityForm, Matrix.trace, Matrix.diag_apply, Matrix.mul_apply,
        Matrix.add_apply, Matrix.sub_apply, Matrix.smul_apply, smul_eq_mul]
      fun_prop
    -- the limit e → 0 leaves the first-order term
    have h0 : g 0 ≤ 0 :=
      le_of_tendsto ((hcont.tendsto 0).mono_left (nhdsWithin_le_nhds (s := Set.Ioi 0)))
        (Filter.eventually_of_mem self_mem_nhdsWithin fun e he => hg e he)
    have hg0 : g 0 = 4 * (unitalityDefect L * unitalityDefect L).trace.re := by
      simp only [g, Complex.ofReal_zero, zero_smul, add_zero, zero_mul, Matrix.smul_mul,
        Matrix.trace_smul, smul_eq_mul]
      simp
      ring
    have hp := (Matrix.posSemidef_conjTranspose_mul_self (unitalityDefect L)).trace_nonneg
    obtain ⟨hre, him⟩ := Complex.le_def.mp hp
    apply Matrix.trace_conjTranspose_mul_self_eq_zero_iff.mp
    rw [hK] at hre him ⊢
    rw [Complex.zero_re] at hre
    exact Complex.ext (by rw [Complex.zero_re]; linarith) him.symm
  · intro hK ρ hρ
    rw [purityRate_eq H L hρ.1.isHermitian, hK, Matrix.mul_zero, Matrix.trace_zero,
      Complex.zero_re, zero_sub, neg_nonpos]
    exact Finset.sum_nonneg fun k _ =>
      (Complex.le_def.mp (Matrix.posSemidef_conjTranspose_mul_self _).trace_nonneg).1
```

## (h) Jumps in adjoint pairs

Let the jump operators be all the Lₖ together with all the Lₖ†. Show that for every density matrix

purity rate ≤ 0.

Each pair contributes (LₖLₖ† − Lₖ†Lₖ) + (Lₖ†Lₖ − LₖLₖ†) = 0 to the sum in (g). The rates are contained in the operators, so when each Lₖ lowers the energy this describes excitation and decay at equal rates, as for a bath at infinite temperature. `Sum.elim` joins the two families.

```lean
/-- If every jump operator is accompanied by its adjoint at the same rate, the purity rate is
nonpositive for every density matrix. -/
theorem purityRate_nonpos_of_paired_jumps (H : Matrix n n ℂ) (L : ι → Matrix n n ℂ)
    (ρ : Matrix n n ℂ) (hρ : IsDensity ρ) :
    purityRate H (Sum.elim L fun k => (L k)ᴴ) ρ ≤ 0 := by
  refine (purityRate_nonpos_iff H _).mpr ?_ ρ hρ
  simp only [Fintype.sum_sum_type, Sum.elim_inl, Sum.elim_inr,
    Matrix.conjTranspose_conjTranspose, ← Finset.sum_add_distrib]
  exact Finset.sum_eq_zero fun k _ => by abel
```

## (i) A decaying qubit

Let H = 0, L = |0⟩⟨1| and ρ = diag(1 − p, p), with the ground state |0⟩ listed first. Show that

purity rate = 2p(1 − 2p).

We have LρL† = diag(p, 0) and L†L = diag(0, 1), so G(ρ) = diag(p, −p). Hence

Tr(ρG(ρ)) = (1 − p)p − p² = p(1 − 2p),

and doubling gives the result. The identity holds for all real p; ρ is a state for 0 ≤ p ≤ 1. For 0 < p < ½ the purity rises as the qubit relaxes towards its pure ground state, so here a rise is no sign of a numerical error.

```lean
/-- Amplitude damping of a qubit at unit rate: in the state `diag(1 - p, p)`, with `p` the
weight of the decaying level, the purity rate is `2p(1 - 2p)`. -/
theorem purityRate_amplitude_damping (p : ℝ) :
    purityRate 0 (fun _ : Unit => !![0, 1; 0, 0]) !![1 - (p : ℂ), 0; 0, (p : ℂ)] =
      2 * p * (1 - 2 * p) := by
  have hL : (!![0, 1; 0, 0] : Matrix (Fin 2) (Fin 2) ℂ)ᴴ = !![0, 0; 1, 0] := by
    ext i j
    fin_cases i <;> fin_cases j <;> simp
  have h : (!![1 - (p : ℂ), 0; 0, (p : ℂ)] * lindblad 0 (fun _ : Unit => !![0, 1; 0, 0])
      !![1 - (p : ℂ), 0; 0, (p : ℂ)]).trace = (p : ℂ) * (1 - 2 * p) := by
    simp [lindblad, hL, Matrix.trace_fin_two]
    ring
  have h' : 2 * ((p : ℂ) * (1 - 2 * p)) = ((2 * p * (1 - 2 * p) : ℝ) : ℂ) := by
    push_cast
    ring
  rw [purityRate, h, h', Complex.ofReal_re]

end

end LindbladPurityUnitality
```

```lean
#print axioms LindbladPurityUnitality.hasDerivAt_purity
#print axioms LindbladPurityUnitality.lindblad_one
#print axioms LindbladPurityUnitality.purityRate_nonpos_of_paired_jumps
#print axioms LindbladPurityUnitality.purityRate_amplitude_damping
```

```
'LindbladPurityUnitality.hasDerivAt_purity' depends on axioms: [propext, Classical.choice, Quot.sound]
'LindbladPurityUnitality.lindblad_one' depends on axioms: [propext, Classical.choice, Quot.sound]
'LindbladPurityUnitality.purityRate_nonpos_of_paired_jumps' depends on axioms: [propext, Classical.choice, Quot.sound]
'LindbladPurityUnitality.purityRate_amplitude_damping' depends on axioms: [propext, Classical.choice, Quot.sound]
```
